# The p-shell Hartree tensor is O(3) invariant and has two parameters, F0 and F2

One unit of charge in a single Cartesian p orbital gives the quadratic form of the Hartree tensor the value $F_0+4F_2/25$, while the same charge spread evenly over the three p orbitals gives only $F_0$, because the spread charge is spherical and has no quadrupole. Here $F_0$ and $F_2$ are the Slater radial integrals, often written $F^0$ and $F^2$, for the monopole and quadrupole parts of the Coulomb repulsion, and the file below shows that every O(3)-invariant four-index tensor on the shell that is symmetric in its first index pair has this two-parameter form.

```lean
import Mathlib

open Matrix

namespace PShellHartree

noncomputable section

/-- The Kronecker delta on the three Cartesian p orbitals. -/
local notation "δ" => (1 : Matrix (Fin 3) (Fin 3) ℝ)

/-- Real four-index tensors on the p shell. -/
abbrev Tensor4 := Fin 3 → Fin 3 → Fin 3 → Fin 3 → ℝ

/-- The p-shell Hartree tensor with Slater parameters `F0` and `F2`; the index pairs `ij` and
`kl` belong to the two charge densities. -/
def hartreeTensor (F0 F2 : ℝ) : Tensor4 := fun i j k l =>
  F0 * (δ i j * δ k l)
    + F2 / 25 * (3 * (δ i k * δ j l) + 3 * (δ i l * δ j k) - 2 * (δ i j * δ k l))

/-- The action of a matrix `R` on a four-index tensor, one index after the other. -/
def transform (R : Matrix (Fin 3) (Fin 3) ℝ) (T : Tensor4) : Tensor4 := fun i j k l =>
  ∑ a, R i a * ∑ b, R j b * ∑ c, R k c * ∑ d, R l d * T a b c d

/-- A tensor is O(3) invariant if every orthogonal matrix leaves it unchanged. -/
def IsO3Invariant (T : Tensor4) : Prop :=
  ∀ R : Matrix (Fin 3) (Fin 3) ℝ, R * Rᵀ = 1 → ∀ i j k l, transform R T i j k l = T i j k l

/-- The Hartree matrix `∑ e_ijkl ρ_kl` that an occupation matrix `ρ` produces on the p shell. -/
def hartreeMatrix (F0 F2 : ℝ) (ρ : Matrix (Fin 3) (Fin 3) ℝ) : Matrix (Fin 3) (Fin 3) ℝ :=
  Matrix.of fun i j => ∑ k, ∑ l, hartreeTensor F0 F2 i j k l * ρ k l

/-- The sign of the Cartesian axis `q` under the mirror that reverses the axis `p`. -/
def mirror (p q : Fin 3) : ℤ := if q = p then -1 else 1

/-- The elements of the Hartree tensor: `F0 + 4 F2/25` for four equal orbitals, `F0 - 2 F2/25`
for `iijj` and `3 F2/25` for `ijij` and `ijji` with `i ≠ j`, and zero if the indices do not
pair up. -/
theorem hartreeTensor_elements (F0 F2 : ℝ) :
    (∀ i, hartreeTensor F0 F2 i i i i = F0 + 4 * F2 / 25) ∧
    (∀ i j, i ≠ j → hartreeTensor F0 F2 i i j j = F0 - 2 * F2 / 25 ∧
      hartreeTensor F0 F2 i j i j = 3 * F2 / 25 ∧
      hartreeTensor F0 F2 i j j i = 3 * F2 / 25) ∧
    (∀ i j k l, ¬(i = j ∧ k = l) → ¬(i = k ∧ j = l) → ¬(i = l ∧ j = k) →
      hartreeTensor F0 F2 i j k l = 0) := by
  have hd : ∀ a b c d : Fin 3, ¬(a = b ∧ c = d) → δ a b * δ c d = 0 := by
    intro a b c d h
    by_cases hab : a = b
    · have hcd : c ≠ d := fun hc => h ⟨hab, hc⟩
      rw [Matrix.one_apply_ne hcd, mul_zero]
    · rw [Matrix.one_apply_ne hab, zero_mul]
  refine ⟨fun i => ?_, fun i j h => ⟨?_, ?_, ?_⟩, fun i j k l h1 h2 h3 => ?_⟩
  · simp only [hartreeTensor, Matrix.one_apply_eq]
    ring
  · simp only [hartreeTensor, Matrix.one_apply_eq, Matrix.one_apply_ne h]
    ring
  · simp only [hartreeTensor, Matrix.one_apply_eq, Matrix.one_apply_ne h,
      Matrix.one_apply_ne h.symm]
    ring
  · simp only [hartreeTensor, Matrix.one_apply_eq, Matrix.one_apply_ne h,
      Matrix.one_apply_ne h.symm]
    ring
  · simp only [hartreeTensor, hd _ _ _ _ h1, hd _ _ _ _ h2, hd _ _ _ _ h3]
    ring

/-- The p-shell Hartree tensor is O(3) invariant. -/
theorem hartreeTensor_invariant (F0 F2 : ℝ) : IsO3Invariant (hartreeTensor F0 F2) := by
  intro R hR i j k l
  -- the rows of an orthogonal matrix are orthonormal
  have g : ∀ i j, R i 0 * R j 0 + R i 1 * R j 1 + R i 2 * R j 2 = δ i j := by
    intro i j
    rw [← hR]
    simp [Matrix.mul_apply, Fin.sum_univ_three]
  conv_rhs => simp only [hartreeTensor, ← g]
  conv_lhs => simp [transform, hartreeTensor, Fin.sum_univ_three, Matrix.one_apply]
  ring

/-- An O(3)-invariant tensor is unchanged when the axes are permuted by `σ` and multiplied by
signs `s`. -/
theorem signedPerm_invariance {T : Tensor4} (hT : IsO3Invariant T) (σ : Equiv.Perm (Fin 3))
    (s : Fin 3 → ℝ) (hs : ∀ i, s i * s i = 1) (i j k l : Fin 3) :
    s i * s j * s k * s l * T (σ i) (σ j) (σ k) (σ l) = T i j k l := by
  have h := hT (Matrix.of fun i a => if a = σ i then s i else 0) (by
    ext p q
    by_cases hpq : p = q
    · subst hpq
      simp [Matrix.mul_apply, hs]
    · simp [Matrix.mul_apply, hpq, Ne.symm hpq]) i j k l
  simp only [transform, Matrix.of_apply, ite_mul, zero_mul, Finset.sum_ite_eq',
    Finset.mem_univ, if_true] at h
  linarith

/-- A four-index tensor on the p shell is O(3) invariant and symmetric in its first index pair
exactly if it is the Hartree tensor for some `F0` and `F2`. -/
theorem invariant_iff_hartreeTensor (T : Tensor4) :
    (IsO3Invariant T ∧ ∀ i j k l, T i j k l = T j i k l) ↔
      ∃ F0 F2 : ℝ, T = hartreeTensor F0 F2 := by
  constructor
  · rintro ⟨hT, hs⟩
    -- permutations of the axes relate elements of the same type
    have perm : ∀ i j : Fin 3, i ≠ j → ∃ σ : Equiv.Perm (Fin 3), σ 0 = i ∧ σ 1 = j := by
      decide
    have hA : ∀ i j, i ≠ j → T i i j j = T 0 0 1 1 := by
      intro i j h
      obtain ⟨σ, rfl, rfl⟩ := perm i j h
      simpa using signedPerm_invariance hT σ (fun _ => 1) (by simp) 0 0 1 1
    have hB : ∀ i j, i ≠ j → T i j i j = T 0 1 0 1 := by
      intro i j h
      obtain ⟨σ, rfl, rfl⟩ := perm i j h
      simpa using signedPerm_invariance hT σ (fun _ => 1) (by simp) 0 1 0 1
    have hD : ∀ i, T i i i i = T 0 0 0 0 := by
      intro i
      simpa using signedPerm_invariance hT (Equiv.swap 0 i) (fun _ => 1) (by simp) 0 0 0 0
    -- mirrors remove the elements that are odd in some axis
    have hz : ∀ p i j k l, mirror p i * mirror p j * mirror p k * mirror p l = -1 →
        T i j k l = 0 := by
      intro p i j k l hp
      have h : (mirror p i : ℝ) * mirror p j * mirror p k * mirror p l * T i j k l
          = T i j k l :=
        signedPerm_invariance hT (Equiv.refl _) (fun q => (mirror p q : ℝ))
          (by intro q; unfold mirror; split_ifs <;> norm_num) i j k l
      have e : (mirror p i : ℝ) * mirror p j * mirror p k * mirror p l = -1 := by
        exact_mod_cast hp
      rw [e] at h
      linarith
    -- a rotation about the third axis fixes the remaining relation
    have hR : T 0 0 0 0 = T 0 0 1 1 + 2 * T 0 1 0 1 := by
      have h := hT !![3/5, 4/5, 0; -4/5, 3/5, 0; 0, 0, 1] (by
        ext i j
        fin_cases i <;> fin_cases j <;>
          simp [Matrix.mul_apply, Fin.sum_univ_three] <;> norm_num) 0 0 0 0
      simp [transform, Fin.sum_univ_three] at h
      linarith [hz 0 0 0 0 1 (by decide), hz 0 0 0 1 0 (by decide),
        hz 0 0 1 0 0 (by decide), hz 0 1 0 0 0 (by decide), hz 0 0 1 1 1 (by decide),
        hz 0 1 0 1 1 (by decide), hz 0 1 1 0 1 (by decide), hz 0 1 1 1 0 (by decide),
        hD 1, hA 1 0 (by decide), hB 1 0 (by decide), hs 0 1 1 0, hs 1 0 0 1]
    have odd : ∀ i j k l : Fin 3, ¬(i = j ∧ k = l) → ¬(i = k ∧ j = l) → ¬(i = l ∧ j = k) →
        ∃ p, mirror p i * mirror p j * mirror p k * mirror p l = -1 := by
      decide
    refine ⟨T 0 0 1 1 + 2 * T 0 1 0 1 / 3, 25 * T 0 1 0 1 / 3, ?_⟩
    obtain ⟨e1, e2, e3⟩ := hartreeTensor_elements
      (T 0 0 1 1 + 2 * T 0 1 0 1 / 3) (25 * T 0 1 0 1 / 3)
    funext i j k l
    by_cases h1 : i = j ∧ k = l
    · obtain ⟨rfl, rfl⟩ := h1
      by_cases h : i = k
      · subst h
        rw [e1, hD, hR]
        ring
      · rw [(e2 _ _ h).1, hA _ _ h]
        ring
    by_cases h2 : i = k ∧ j = l
    · obtain ⟨rfl, rfl⟩ := h2
      have h : i ≠ j := fun h => h1 ⟨h, h⟩
      rw [(e2 _ _ h).2.1, hB _ _ h]
      ring
    by_cases h3 : i = l ∧ j = k
    · obtain ⟨rfl, rfl⟩ := h3
      have h : i ≠ j := fun h => h1 ⟨h, h.symm⟩
      rw [(e2 _ _ h).2.2, hs, hB _ _ h.symm]
      ring
    obtain ⟨p, hp⟩ := odd i j k l h1 h2 h3
    rw [e3 _ _ _ _ h1 h2 h3, hz p _ _ _ _ hp]
  · rintro ⟨F0, F2, rfl⟩
    refine ⟨hartreeTensor_invariant F0 F2, fun i j k l => ?_⟩
    have h : δ i j = δ j i := by simp [Matrix.one_apply, eq_comm]
    simp only [hartreeTensor]
    rw [h]
    ring

/-- For a symmetric occupation matrix the Hartree matrix is a monopole term `F0 tr ρ` times the
identity plus `6 F2/25` times the traceless part of `ρ`. -/
theorem hartreeMatrix_eq (F0 F2 : ℝ) (ρ : Matrix (Fin 3) (Fin 3) ℝ) (hρ : ρᵀ = ρ) :
    hartreeMatrix F0 F2 ρ
      = (F0 * ρ.trace) • δ + (6 * F2 / 25) • (ρ - (ρ.trace / 3) • δ) := by
  have hs : ∀ a b, ρ a b = ρ b a := fun a b => congrFun (congrFun hρ b) a
  ext i j
  fin_cases i <;> fin_cases j <;>
    simp [hartreeMatrix, hartreeTensor, Fin.sum_univ_three, Matrix.one_apply, Matrix.trace,
      hs 1 0, hs 2 0, hs 2 1] <;> ring

/-- For a symmetric occupation matrix the quadratic form of the Hartree tensor is
`F0 (tr ρ)² + (6 F2/25) (tr ρ² - (tr ρ)²/3)`. -/
theorem hartree_quadratic_form (F0 F2 : ℝ) (ρ : Matrix (Fin 3) (Fin 3) ℝ) (hρ : ρᵀ = ρ) :
    ∑ i, ∑ j, ∑ k, ∑ l, ρ i j * hartreeTensor F0 F2 i j k l * ρ k l
      = F0 * ρ.trace ^ 2 + 6 * F2 / 25 * ((ρ * ρ).trace - ρ.trace ^ 2 / 3) := by
  have hs : ∀ a b, ρ a b = ρ b a := fun a b => congrFun (congrFun hρ b) a
  simp [hartreeTensor, Fin.sum_univ_three, Matrix.one_apply, Matrix.trace, Matrix.mul_apply,
    hs 1 0, hs 2 0, hs 2 1]
  ring

end

end PShellHartree
```

```lean
#print axioms PShellHartree.invariant_iff_hartreeTensor
#print axioms PShellHartree.hartreeMatrix_eq
#print axioms PShellHartree.hartree_quadratic_form
```

```
'PShellHartree.invariant_iff_hartreeTensor' depends on axioms: [propext, Classical.choice, Quot.sound]
'PShellHartree.hartreeMatrix_eq' depends on axioms: [propext, Classical.choice, Quot.sound]
'PShellHartree.hartree_quadratic_form' depends on axioms: [propext, Classical.choice, Quot.sound]
```

## From the Coulomb integral to Kronecker deltas

Let the three real p orbitals be $\phi_i(\mathbf r)=\sqrt{3/4\pi}\,f(r)\,n_i$, with a common normalised radial function $f(r)$ and the unit vector $\mathbf n=\mathbf r/r$. The Hartree tensor is the repulsion, in atomic units, between the charge densities $\phi_i\phi_j$ and $\phi_k\phi_l$:

$$e_{ijkl}=\iint \frac{\phi_i(\mathbf r)\phi_j(\mathbf r)\,\phi_k(\mathbf r')\phi_l(\mathbf r')}{|\mathbf r-\mathbf r'|}\,d^3r\,d^3r'.$$

The angular part of $\phi_i\phi_j$ splits into a monopole and a quadrupole,

$$\frac{3}{4\pi}n_in_j=\frac{\delta_{ij}}{4\pi}+q_{ij},\qquad q_{ij}=\frac{3}{4\pi}\Big(n_in_j-\frac{\delta_{ij}}{3}\Big).$$

The multipole expansion of $1/|\mathbf r-\mathbf r'|$ couples only equal angular momenta $L$, with the angular weight $4\pi/(2L+1)$ and the radial integral

$$F_L=\iint f(r)^2f(r')^2\,\frac{r_<^L}{r_>^{L+1}}\,r^2r'^2\,dr\,dr',$$

where $r_<$ and $r_>$ are the smaller and the larger of $r$ and $r'$. The monopoles contribute $F_0\delta_{ij}\delta_{kl}$. For the quadrupoles, the average of $n_in_jn_kn_l$ over the sphere is $(\delta_{ij}\delta_{kl}+\delta_{ik}\delta_{jl}+\delta_{il}\delta_{jk})/15$, so that

$$\frac{4\pi}{5}\int q_{ij}q_{kl}\,d\Omega=\frac95\Big(\frac{\delta_{ij}\delta_{kl}+\delta_{ik}\delta_{jl}+\delta_{il}\delta_{jk}}{15}-\frac{\delta_{ij}\delta_{kl}}{9}\Big)=\frac{3\delta_{ik}\delta_{jl}+3\delta_{il}\delta_{jk}-2\delta_{ij}\delta_{kl}}{25}.$$

Multiplied by $F_2$, this is the second term of `hartreeTensor`. The file takes the resulting formula as its definition; the integral above is the physical reason for it and is not formalised.

## What the Lean objects stand for

The type `Fin 3` labels the Cartesian orbitals 0, 1 and 2, and `δ` is the identity matrix read as a Kronecker delta. A `Tensor4` is any real array with four such indices. The index pairs follow the charge densities: $ij$ belongs to one density in the Coulomb integral and $kl$ to the other. `F0` and `F2` are arbitrary real numbers, with no sign condition.

`transform R T` is $\sum_{abcd}R_{ia}R_{jb}R_{kc}R_{ld}T_{abcd}$, and `IsO3Invariant` demands that this equal $T_{ijkl}$ for every real $R$ with $RR^{\mathsf T}=1$. Rotations and reflections are both included.

The matrix `ρ` holds the orbital occupations. The last two theorems assume only that it is symmetric, not that its eigenvalues lie in a physical range. `hartreeMatrix` is the matrix $V_{ij}=\sum_{kl}e_{ijkl}\rho_{kl}$ that the charge produces on the shell. The quadratic form is $\sum_{ijkl}\rho_{ij}e_{ijkl}\rho_{kl}$, and the Hartree energy is half of it.

The model has a single radial function. A PAW data set with several p partial waves has radial labels as well, and couplings to s or d channels need further tensors.

## Elements and invariance

Inserting indices gives the elements. Four equal indices make all three delta products equal to one, hence $F_0+(3+3-2)F_2/25$. For $i\neq j$, the element $iijj$ keeps only $\delta_{ij}\delta_{kl}$ and equals $F_0-2F_2/25$, while $ijij$ and $ijji$ each keep one exchange-like product and equal $3F_2/25$. If the indices do not pair up, all three products vanish. `hartreeTensor_elements` follows these cases, and its auxiliary statement `hd` says that a delta product is zero unless both of its pairs match.

For invariance, each delta contracts two rows of $R$:

$$\sum_{ab}R_{ia}R_{jb}\delta_{ab}=(RR^{\mathsf T})_{ij}=\delta_{ij}.$$

Every product of two deltas is therefore mapped to itself. In `hartreeTensor_invariant`, the statement `g` is this orthonormality of rows. The proof uses it to replace the deltas on the right-hand side by row products and expands the sums on the left. Then `ring` confirms that both sides are the same polynomial in the entries of $R$.

## Why two parameters suffice

Let $T$ be invariant and symmetric in its first two indices. A permutation $\sigma$ of the axes combined with signs $s_i=\pm1$ is an orthogonal matrix, and `signedPerm_invariance` evaluates the invariance condition for it:

$$s_is_js_ks_l\,T_{\sigma(i)\sigma(j)\sigma(k)\sigma(l)}=T_{ijkl}.$$

A mirror that reverses axis $p$ gives $T_{ijkl}=-T_{ijkl}$ whenever $p$ occurs an odd number of times, so that element is zero (`hz`). If the four indices do not pair up, such an axis always exists. The statement `odd` settles this by `decide`, which runs through all index choices; `mirror` has integer values so that this check can be evaluated.

Permutations make all remaining elements of one type equal (`hD`, `hA`, `hB`). With the pair symmetry, which identifies $ijji$ with $jiji$, three numbers are left: $T_{0000}$, $T_{0011}$ and $T_{0101}$.

Now rotate about the third axis, with first row $(u,v,0)$, $u=3/5$ and $v=4/5$. The invariance of $T_{0000}$ reads

$$T_{0000}=(u^4+v^4)\,T_{0000}+2u^2v^2\,(T_{0011}+2T_{0101}).$$

Since $1-u^4-v^4=2u^2v^2\neq0$, it follows that $T_{0000}=T_{0011}+2T_{0101}$, which is `hR`. The choice

$$F_2=\frac{25}{3}T_{0101},\qquad F_0=T_{0011}+\frac23T_{0101}$$

then reproduces all elements, and the rest of `invariant_iff_hartreeTensor` compares them case by case. The opposite direction is the invariance theorem together with $\delta_{ij}=\delta_{ji}$.

The rotation is easily forgotten, because mirrors and permutations already produce the right pattern of zeros and equalities. They generate only the symmetry group of the cube. The tensor that is 1 for four equal indices and 0 otherwise passes all of those tests, yet it violates $T_{0000}=T_{0011}+2T_{0101}$ and is not O(3) invariant.

## Monopole and quadrupole response

Contracting the tensor with a symmetric $\rho$ gives

$$V_{ij}=F_0\,\delta_{ij}\operatorname{tr}\rho+\frac{F_2}{25}\big(3\rho_{ij}+3\rho_{ji}-2\delta_{ij}\operatorname{tr}\rho\big)
=F_0\,\delta_{ij}\operatorname{tr}\rho+\frac{6F_2}{25}\Big(\rho_{ij}-\frac{\operatorname{tr}\rho}{3}\delta_{ij}\Big).$$

This is `hartreeMatrix_eq`. The total charge shifts all three orbitals together, and only the traceless part of $\rho$ distinguishes between them. Multiplying by $\rho_{ij}$ and summing, with $\sum_{ij}\rho_{ij}\rho_{ij}=\operatorname{tr}\rho^2$ for symmetric $\rho$, gives `hartree_quadratic_form`:

$$\sum_{ijkl}\rho_{ij}e_{ijkl}\rho_{kl}=F_0(\operatorname{tr}\rho)^2+\frac{6F_2}{25}\Big(\operatorname{tr}\rho^2-\frac{(\operatorname{tr}\rho)^2}{3}\Big).$$

For one unit of charge in a single Cartesian orbital both traces are 1, and the value is $F_0+4F_2/25$. For $\rho=\tfrac13\,\mathbf 1$ the bracket vanishes and $F_0$ remains. Both Lean proofs write out the finite sums, use `hs` to identify $\rho_{ij}$ with $\rho_{ji}$, and close with `ring`.

In PAW density-functional perturbation theory, for one p channel with a fixed radial function and a real symmetric first-order change $\rho^{(1)}$ of the occupations, the formula for $V_{ij}$ with $\rho^{(1)}$ in place of $\rho$ gives the first-order change of the all-electron part of the on-site Hartree matrix, because $V$ is linear in $\rho$. Here $f$ is the all-electron partial wave and the radial integrals run over the augmentation sphere; the pseudo part, with its compensation charge, is a separate term. In the all-electron part a change with zero trace is simply multiplied by $6F_2/25$, which is a quick check on an implementation.
